# Pair sums of tensor scalar products for electrons with equal scalar squares

A tensor operator of rank $k$ is represented here by a function from the integers to a complex algebra, read only at $q=-k,\dots,k$, with no assumption about how it behaves under rotations. If the tensors $t_i$ of $N$ electrons commute between different electrons and all have the same scalar square $t_i\cdot t_i=c$, where $t_i\cdot t_j=\sum_q(-1)^q\,t(i,q)\,t(j,-q)$, then the sum of $t_i\cdot t_j$ over pairs is $(U\cdot U-Nc)/2$ with $U=\sum_i t_i$.

```lean
import Mathlib

open Finset
open scoped Kronecker

namespace UnitTensorPairInteraction

noncomputable section

variable {A : Type*} [Ring A] [Algebra ℂ A]

/-- The component labels `q = -k, ..., k` of a tensor operator of rank `k`. -/
def components (k : ℕ) : Finset ℤ := Finset.Icc (-(k : ℤ)) (k : ℤ)

/-- The scalar product `a · b = ∑ (-1)^q a(q) b(-q)` of two tensor operators of rank `k`. -/
def dot (k : ℕ) (a b : ℤ → A) : A :=
  ∑ q ∈ components k, ((-1 : ℂ) ^ q) • (a q * b (-q))

/-- The total tensor `U(q) = ∑ t(i,q)` of the electrons `i = 0, ..., N-1`. -/
def total (N : ℕ) (t : ℕ → ℤ → A) : ℤ → A := fun q => ∑ i ∈ range N, t i q

/-- The sum of `t_i · t_j` over all pairs `i < j` of `N` electrons. -/
def pairSum (k N : ℕ) (t : ℕ → ℤ → A) : A :=
  ∑ j ∈ range N, ∑ i ∈ range j, dot k (t i) (t j)

/-- Tensor components that belong to different electrons commute. -/
def CommuteBetween (k N : ℕ) (t : ℕ → ℤ → A) : Prop :=
  ∀ i < N, ∀ j < N, i ≠ j →
    ∀ q ∈ components k, ∀ q' ∈ components k, Commute (t i q) (t j q')

/-- The scalar product of two tensor operators whose components commute with each other
is symmetric. -/
theorem dot_comm (k : ℕ) (a b : ℤ → A)
    (h : ∀ q ∈ components k, ∀ q' ∈ components k, Commute (a q) (b q')) :
    dot k a b = dot k b a := by
  have hneg : ∀ q ∈ components k, -q ∈ components k := by
    intro q hq
    simp only [components, Finset.mem_Icc] at hq ⊢
    omega
  unfold dot
  -- reflect the summation label, q → -q
  refine Finset.sum_nbij' (fun q => -q) (fun q => -q) hneg hneg
    (fun q _ => neg_neg q) (fun q _ => neg_neg q) ?_
  intro q hq
  have hs : (-1 : ℂ) ^ (-q) = (-1 : ℂ) ^ q := by
    rw [← inv_zpow', inv_neg, inv_one]
  change _ = ((-1 : ℂ) ^ (-q)) • (b (-q) * a (- -q))
  rw [hs, neg_neg, (h q hq (-q) (hneg q hq)).eq]

/-- The scalar square of the total tensor is the double sum of `t_i · t_j` over all
electrons `i` and `j`. -/
theorem dot_total (k N : ℕ) (t : ℕ → ℤ → A) :
    dot k (total N t) (total N t) =
      ∑ i ∈ range N, ∑ j ∈ range N, dot k (t i) (t j) := by
  simp only [dot, total, Finset.sum_mul_sum, Finset.smul_sum]
  exact Finset.sum_comm.trans (Finset.sum_congr rfl fun i _ => Finset.sum_comm)

omit [Algebra ℂ A] in
/-- A double sum over `N` electrons splits into its diagonal and the pairs `i < j`, each
pair taken in both orders. -/
theorem double_sum_split (f : ℕ → ℕ → A) (N : ℕ) :
    ∑ i ∈ range N, ∑ j ∈ range N, f i j =
      ∑ i ∈ range N, f i i + ∑ j ∈ range N, ∑ i ∈ range j, (f i j + f j i) := by
  induction N with
  | zero => simp
  | succ n ih =>
    simp only [Finset.sum_range_succ, Finset.sum_add_distrib] at ih ⊢
    rw [ih]
    abel

/-- If tensors of different electrons commute, then
`U · U = ∑ t_i · t_i + 2 ∑_{i<j} t_i · t_j`. -/
theorem dot_total_eq_self_add_pairs (k N : ℕ) (t : ℕ → ℤ → A)
    (hcomm : CommuteBetween k N t) :
    dot k (total N t) (total N t) =
      ∑ i ∈ range N, dot k (t i) (t i) + (2 : ℂ) • pairSum k N t := by
  refine (dot_total k N t).trans
    ((double_sum_split (fun i j => dot k (t i) (t j)) N).trans ?_)
  congr 1
  rw [pairSum, Finset.smul_sum]
  refine Finset.sum_congr rfl fun j hj => ?_
  rw [Finset.smul_sum]
  refine Finset.sum_congr rfl fun i hi => ?_
  have hj' := Finset.mem_range.1 hj
  have hi' := Finset.mem_range.1 hi
  -- both orders of a pair contribute equally
  change dot k (t i) (t j) + dot k (t j) (t i) = _
  rw [dot_comm k (t j) (t i) (hcomm j hj' i (by omega) (by omega)), two_smul]

/-- If tensors of different electrons commute and `t_i · t_i = c` for each of the `N`
electrons, then the sum of `t_i · t_j` over pairs is `(U · U - N c) / 2`. -/
theorem pairSum_eq (k N : ℕ) (t : ℕ → ℤ → A) (c : A)
    (hcomm : CommuteBetween k N t) (hself : ∀ i < N, dot k (t i) (t i) = c) :
    pairSum k N t =
      (1 / 2 : ℂ) • (dot k (total N t) (total N t) - (N : ℂ) • c) := by
  have hc : ∑ i ∈ range N, dot k (t i) (t i) = (N : ℂ) • c := by
    rw [Finset.sum_congr rfl fun i hi => hself i (Finset.mem_range.1 hi),
      Finset.sum_const, Finset.card_range, Nat.cast_smul_eq_nsmul]
  rw [dot_total_eq_self_add_pairs k N t hcomm, hc]
  module

/-- A pair interaction `∑_k F_k t^k_i · t^k_j`, summed over all pairs of `N` electrons, is
`(1/2) ∑_k F_k (U^k · U^k - N c_k)`, if for each rank `k` tensors of different electrons
commute and `t^k_i · t^k_i = c_k` for every electron. -/
theorem multipole_interaction_eq (R : Finset ℕ) (F : ℕ → ℂ) (N : ℕ)
    (t : ℕ → ℕ → ℤ → A) (c : ℕ → A)
    (hcomm : ∀ k ∈ R, CommuteBetween k N (t k))
    (hself : ∀ k ∈ R, ∀ i < N, dot k (t k i) (t k i) = c k) :
    ∑ j ∈ range N, ∑ i ∈ range j, ∑ k ∈ R, F k • dot k (t k i) (t k j) =
      (1 / 2 : ℂ) • ∑ k ∈ R,
        F k • (dot k (total N (t k)) (total N (t k)) - (N : ℂ) • c k) := by
  -- collect the pair sums rank by rank
  have hswap : ∑ k ∈ R, F k • pairSum k N (t k) =
      ∑ j ∈ range N, ∑ i ∈ range j, ∑ k ∈ R, F k • dot k (t k i) (t k j) := by
    simp only [pairSum, Finset.smul_sum]
    exact Finset.sum_comm.trans (Finset.sum_congr rfl fun j _ => Finset.sum_comm)
  rw [← hswap, Finset.smul_sum]
  refine Finset.sum_congr rfl fun k hk => ?_
  rw [pairSum_eq k N (t k) (c k) (hcomm k hk) (hself k hk), smul_comm]

/-- The spherical components `∓(x ± i y)/√2` for `q = ±1` and `z` for `q = 0` of a vector
operator with Cartesian components `x, y, z`. -/
def spherical (x y z : A) : ℤ → A := fun q =>
  if q = 1 then -(((Real.sqrt 2 : ℝ) : ℂ)⁻¹ • (x + Complex.I • y))
  else if q = 0 then z
  else if q = -1 then ((Real.sqrt 2 : ℝ) : ℂ)⁻¹ • (x - Complex.I • y)
  else 0

/-- The scalar product of rank one, written out in its three terms. -/
theorem dot_one (a b : ℤ → A) :
    dot 1 a b = a 0 * b 0 - a 1 * b (-1) - a (-1) * b 1 := by
  have h : components 1 = {-1, 0, 1} := by decide
  have e : (-1 : ℂ) ^ (-1 : ℤ) = -1 := by norm_num
  rw [dot, h, Finset.sum_insert (by decide), Finset.sum_insert (by decide),
    Finset.sum_singleton]
  simp only [e, zpow_zero, zpow_one, neg_neg, neg_zero, one_smul, neg_smul]
  abel

/-- For vector operators the scalar product of rank one is the Cartesian dot product. -/
theorem dot_spherical (x y z x' y' z' : A) :
    dot 1 (spherical x y z) (spherical x' y' z') = x * x' + y * y' + z * z' := by
  have hr : ((Real.sqrt 2 : ℝ) : ℂ)⁻¹ * ((Real.sqrt 2 : ℝ) : ℂ)⁻¹ = 1 / 2 := by
    rw [← mul_inv, ← Complex.ofReal_mul, Real.mul_self_sqrt (by norm_num)]
    norm_num
  have h1 : ∀ u v w : A, spherical u v w 1 =
      -(((Real.sqrt 2 : ℝ) : ℂ)⁻¹ • (u + Complex.I • v)) := by
    intro u v w
    simp [spherical]
  have h0 : ∀ u v w : A, spherical u v w 0 = w := by
    intro u v w
    simp [spherical]
  have hm : ∀ u v w : A, spherical u v w (-1) =
      ((Real.sqrt 2 : ℝ) : ℂ)⁻¹ • (u - Complex.I • v) := by
    intro u v w
    simp [spherical]
  have hI : ∀ w : A, Complex.I • (Complex.I • w) = (-1 : ℂ) • w := by
    intro w
    have e : Complex.I • (Complex.I • w) = (Complex.I * Complex.I) • w := by module
    rw [e, Complex.I_mul_I]
  have hr2 : ∀ w : A, ((Real.sqrt 2 : ℝ) : ℂ)⁻¹ • (((Real.sqrt 2 : ℝ) : ℂ)⁻¹ • w) =
      (1 / 2 : ℂ) • w := by
    intro w
    have e : ((Real.sqrt 2 : ℝ) : ℂ)⁻¹ • (((Real.sqrt 2 : ℝ) : ℂ)⁻¹ • w) =
        (((Real.sqrt 2 : ℝ) : ℂ)⁻¹ * ((Real.sqrt 2 : ℝ) : ℂ)⁻¹) • w := by module
    rw [e, hr]
  -- the mixed terms x y' and y x' cancel
  have key : (x + Complex.I • y) * (x' - Complex.I • y') +
      (x - Complex.I • y) * (x' + Complex.I • y') = (2 : ℂ) • (x * x' + y * y') := by
    simp only [add_mul, sub_mul, mul_add, mul_sub, smul_mul_assoc, mul_smul_comm]
    linear_combination (norm := module) (-2 : ℂ) • hI (y * y')
  rw [dot_one, h1, h1, h0, h0, hm, hm]
  simp only [neg_mul, mul_neg, smul_mul_assoc, mul_smul_comm]
  linear_combination (norm := module) (1 / 2 : ℂ) • key +
    hr2 ((x + Complex.I • y) * (x' - Complex.I • y')) +
    hr2 ((x - Complex.I • y) * (x' + Complex.I • y'))

/-- The Pauli matrices as a tensor operator of rank one. -/
def pauli : ℤ → Matrix (Fin 2) (Fin 2) ℂ :=
  spherical !![0, 1; 1, 0] !![0, -Complex.I; Complex.I, 0] !![1, 0; 0, -1]

/-- The Pauli tensors of two spins: particle `0` acts on the first factor of the product
space, any other label on the second. -/
def twoSpins : ℕ → ℤ → Matrix (Fin 2 × Fin 2) (Fin 2 × Fin 2) ℂ := fun i q =>
  if i = 0 then pauli q ⊗ₖ (1 : Matrix (Fin 2) (Fin 2) ℂ)
  else (1 : Matrix (Fin 2) (Fin 2) ℂ) ⊗ₖ pauli q

/-- The Pauli tensors of two spins commute between the spins, and each has scalar
square `3`. -/
theorem pairSum_eq_witness :
    CommuteBetween 1 2 twoSpins ∧
      ∀ i < 2, dot 1 (twoSpins i) (twoSpins i) = (3 : ℂ) • 1 := by
  have hc : ∀ p p' : ℤ, Commute (pauli p ⊗ₖ (1 : Matrix (Fin 2) (Fin 2) ℂ))
      ((1 : Matrix (Fin 2) (Fin 2) ℂ) ⊗ₖ pauli p') := by
    intro p p'
    change _ * _ = _ * _
    simp only [← Matrix.mul_kronecker_mul, one_mul, mul_one]
  have h : dot 1 pauli pauli = (3 : ℂ) • 1 := by
    unfold pauli
    rw [dot_spherical]
    ext i j
    fin_cases i <;> fin_cases j <;>
      simp <;> norm_num
  rw [dot_one] at h
  have hone : (1 : Matrix (Fin 2 × Fin 2) (Fin 2 × Fin 2) ℂ) =
      (1 : Matrix (Fin 2) (Fin 2) ℂ) ⊗ₖ (1 : Matrix (Fin 2) (Fin 2) ℂ) :=
    Matrix.one_kronecker_one.symm
  constructor
  · intro i hi j hj hij q _ q' _
    interval_cases i <;> interval_cases j
    · exact absurd rfl hij
    · exact hc q q'
    · exact (hc q' q).symm
    · exact absurd rfl hij
  · intro i hi
    rw [hone]
    -- compare entries with the one-spin identity
    interval_cases i
    · simp only [dot_one, twoSpins, ↓reduceIte, ← Matrix.mul_kronecker_mul, mul_one]
      ext ⟨a, a'⟩ ⟨b, b'⟩
      have e := congrArg (fun M : Matrix (Fin 2) (Fin 2) ℂ => M a b) h
      simp only [Matrix.sub_apply, Matrix.smul_apply, Matrix.kroneckerMap_apply,
        smul_eq_mul] at e ⊢
      linear_combination (1 : Matrix (Fin 2) (Fin 2) ℂ) a' b' * e
    · simp only [dot_one, twoSpins, one_ne_zero, ↓reduceIte,
        ← Matrix.mul_kronecker_mul, mul_one]
      ext ⟨a, a'⟩ ⟨b, b'⟩
      have e := congrArg (fun M : Matrix (Fin 2) (Fin 2) ℂ => M a' b') h
      simp only [Matrix.sub_apply, Matrix.smul_apply, Matrix.kroneckerMap_apply,
        smul_eq_mul] at e ⊢
      linear_combination (1 : Matrix (Fin 2) (Fin 2) ℂ) a b * e

end

end UnitTensorPairInteraction
```

```lean
#print axioms UnitTensorPairInteraction.pairSum_eq
-- 'UnitTensorPairInteraction.pairSum_eq' depends on axioms: [propext, Classical.choice, Quot.sound]
#print axioms UnitTensorPairInteraction.multipole_interaction_eq
-- 'UnitTensorPairInteraction.multipole_interaction_eq' depends on axioms: [propext, Classical.choice, Quot.sound]
```

## From the square of the total to the pairs

Label the electrons $i=0,\dots,N-1$. The total tensor has components $U(q)=\sum_i t(i,q)$. Components of different electrons commute; components of the same electron need not. Those of the orbital angular momentum in a shell with $l>0$, for example, do not all commute.

The scalar product of two different electrons is symmetric. For $i\neq j$, exchange the commuting factors and then rename $q=-p$. The range $-k,\dots,k$ is mapped to itself and $(-1)^{-p}=(-1)^p$, so

$$
t_i\cdot t_j=\sum_q(-1)^q\,t(j,-q)\,t(i,q)=\sum_p(-1)^p\,t(j,p)\,t(i,-p)=t_j\cdot t_i .
$$

Next, multiply out the square of the total:

$$
U\cdot U=\sum_q(-1)^q\Big(\sum_i t(i,q)\Big)\Big(\sum_j t(j,-q)\Big)=\sum_{i}\sum_{j} t_i\cdot t_j .
$$

This step keeps the order of the factors and needs no commutation. The double sum consists of the diagonal and of the pairs $i<j$, each in both orders. By the symmetry just shown, the two orders are equal:

$$
U\cdot U=\sum_i t_i\cdot t_i+\sum_{i<j}\big(t_i\cdot t_j+t_j\cdot t_i\big)=\sum_i t_i\cdot t_i+2\sum_{i<j}t_i\cdot t_j .
$$

With $t_i\cdot t_i=c$ for every electron, the diagonal is $Nc$, and therefore

$$
\sum_{i<j}t_i\cdot t_j=\tfrac12\big(U\cdot U-Nc\big).
$$

For $N=1$ there are no pairs and $U\cdot U=c$; for $N=0$ both sides vanish.

An interaction with several ranks is treated rank by rank. Let $t^k_i$ be the tensor of rank $k$ on electron $i$, $U^k$ the sum of these tensors over the electrons, $c_k$ the scalar square $t^k_i\cdot t^k_i$, assumed equal for all electrons, and $F_k$ a complex strength. Multiplying the last formula by $F_k$ and summing over a finite set of ranks gives

$$
\sum_{i<j}\sum_k F_k\,t^k_i\cdot t^k_j=\tfrac12\sum_k F_k\big(U^k\cdot U^k-Nc_k\big).
$$

## The Coulomb interaction within one shell

For electrons in a single shell of orbital angular momentum $l$, all with the same radial function, the multipole expansion turns the Coulomb repulsion into a sum of this kind. The constant $c_k$ stands for a one-electron quantity: $t^k_i\cdot t^k_i$ is a rotational scalar, and on the $(2l+1)$-dimensional orbital space of one electron in the shell such a scalar is a multiple of the identity. For unit tensors, whose reduced matrix element in the shell is 1 in the convention where the full matrix element is $(-1)^{l-m}$ times a $3j$ symbol times the reduced one, with $m$ the magnetic quantum number of the bra, this multiple is $1/(2l+1)$ for $k\le 2l$. The strength $F_k$ is then the Slater integral multiplied by the square of the reduced matrix element of the spherical harmonic tensor $C^k$.

For electrons confined to one shell, where all scalar squares agree, the identity expresses the two-electron interaction through products of sums of one-electron operators, minus a term that is constant for fixed $N$. The theorem starts from the expanded form with $F_k$ and $c_k$ given; the multipole expansion, the radial integrals and the value of $c_k$ are not derived in Lean.

## Operators, labels and hypotheses in Lean

The type `A` is any ring that is also an algebra over $\mathbb C$. For the physics, its elements are operators on the $N$-electron product space, with $t(i,q)$ acting on factor $i$. A finite shell gives matrices; unbounded operators with differing domains do not form such an algebra without further work.

The set `components k` contains the integers from $-k$ to $k$, and `dot k a b` is the scalar product with the phase $(-1)^q$. Ranks are natural numbers, so half-integer ranks are excluded. A family of tensors is a function `t : ℕ → ℤ → A`, defined for every natural number as electron label, but `total N t` and `pairSum k N t` read only the labels below `N`. In `pairSum` the outer index is $j<N$ and the inner one is $i<j$, so each pair occurs once.

The condition `CommuteBetween k N t` says that $t(i,q)$ and $t(j,q')$ commute whenever $i\neq j$, both labels are below `N`, and both components lie in the range. It holds when $t(i,q)$ acts only on factor $i$ of the product space.

The main theorem, `pairSum_eq`, takes this condition and `hself`, the equality of every scalar square with `c`. Here `c` is any element of the algebra, not necessarily a number times the identity. The conclusion is the formula for the pair sum, with $1/2$ and $N$ acting as complex scalars. In `multipole_interaction_eq`, the finite set `R` holds the ranks, `F` the strengths, and both hypotheses are required for each rank in `R`.

## Reflection, splitting and solving

The lemma `dot_comm` is the symmetry of the scalar product. `Finset.sum_nbij'` carries out the reflection $q\to-q$, `hs` supplies the equality of the phases, and the commutation hypothesis exchanges the factors.

The lemma `dot_total` multiplies out $U\cdot U$ with `Finset.sum_mul_sum` and moves the sum over $q$ inside the sums over electrons. The splitting of the double sum is `double_sum_split`, stated for an arbitrary function `f` and proved by induction on $N$. Adding electron $n$ to the labels $0,\dots,n-1$ contributes the diagonal term $f(n,n)$ and the terms $f(i,n)+f(n,i)$ for $i<n$, which are exactly the new pairs.

In `dot_total_eq_self_add_pairs` these results are combined, and `dot_comm` turns the two orders of each pair into a factor 2. The proof of `pairSum_eq` evaluates the diagonal as $Nc$ in `hc`, and `module` verifies the linear identity that remains. For several ranks, `hswap` exchanges the sums over ranks and pairs, after which `pairSum_eq` applies to each rank.

## Rank one as the Cartesian dot product

The phase convention can be compared with ordinary vectors. The function `spherical` assigns to Cartesian operators $x,y,z$ the components $a(\pm1)=\mp(x\pm iy)/\sqrt2$ and $a(0)=z$. Let $b$ be built in the same way from $x',y',z'$. At rank one the scalar product has three terms, as stated in `dot_one`:

$$
a\cdot b=a(0)b(0)-a(1)b(-1)-a(-1)b(1).
$$

Inserting the components gives

$$
a\cdot b=zz'+\tfrac12(x+iy)(x'-iy')+\tfrac12(x-iy)(x'+iy')=xx'+yy'+zz' .
$$

The terms in $xy'$ and $yx'$ cancel between the two products without any reordering, so `dot_spherical` assumes no commutation. In its proof, `key` is this cancellation, and `hr2` supplies the factor $1/2$ from the two factors $1/\sqrt2$.

## Two spins one half

The theorem `pairSum_eq_witness` gives a concrete system that satisfies both hypotheses of `pairSum_eq`. The tensor `pauli` holds the spherical components of the Pauli matrices, and `twoSpins` places them on the first or second factor of a Kronecker product. Operators on different factors commute because

$$
(\sigma\otimes1)(1\otimes\sigma')=\sigma\otimes\sigma'=(1\otimes\sigma')(\sigma\otimes1).
$$

For one spin, $\sigma_x^2+\sigma_y^2+\sigma_z^2=3$. Lean obtains this from `dot_spherical` and a check of the four matrix entries. To carry it over to the product space, the proof compares entries there: each is a one-spin entry multiplied by an entry of the identity on the other factor.

With $k=1$, $N=2$ and $c=3$, the pair formula becomes $\sigma_0\cdot\sigma_1=(U\cdot U-6)/2$, where $\sigma_0$ and $\sigma_1$ are the Pauli tensors of the two spins and $U$ is their sum. This is the familiar expression of a spin–spin coupling through the square of the total spin, here with Pauli matrices in place of the spin operators $\sigma/2$ (in units of $\hbar$).
